# With U = (XᴴSX)^{1/2} invertible and X S-orthogonal to C₀, the orbitals C₀ cos U + X U⁻¹ sin U are orthonormal whenever C₀ is

In each line-search step of my SCF minimiser I replace the occupied orbitals by \(C = C_0\cos U + XU^{-1}\sin U\) and go straight on to the density and the energy. No Löwdin or Cholesky orthonormalisation follows. The basis is non-orthogonal, with overlap matrix \(S\). The columns of \(C_0\) are the orthonormal reference orbitals, \(X\) is the search direction with \(X^\dagger S C_0 = 0\), and \(U = (X^\dagger S X)^{1/2}\).

For one orbital I can see a rotation in a plane. For many, the columns of \(X\) overlap with one another and \(U\) is a full matrix. Why does a long step not spoil the orthonormality? And should I worry about \(U^{-1}\) when \(X\) shrinks near convergence?

## A rotation between two orthonormal sets

The factor \(U^{-1}\) orthonormalises the direction. The columns of \(Q = XU^{-1}\) satisfy \(Q^\dagger S Q = U^{-1}U^2U^{-1} = 1\), and they are \(S\)-orthogonal to \(C_0\). The step \(C_0\cos U + Q\sin U\) therefore mixes two orthonormal sets, and its length does not matter. For small \(X\) the inverse can be removed altogether, as shown further down.

Note that \(U\) is a Hermitian matrix here, although the letter often stands for a unitary one.

### Functions of U

Write \(U = V\,\mathrm{diag}(u_i)\,V^\dagger\) with \(V\) unitary and \(u_i\) real. For a real function \(f\), define \(f(U) = V\,\mathrm{diag}(f(u_i))\,V^\dagger\). Because \(V^\dagger V = 1\),

\[
f(U)\,g(U) = V\,\mathrm{diag}(f(u_i))\,V^\dagger V\,\mathrm{diag}(g(u_i))\,V^\dagger = V\,\mathrm{diag}(f(u_i)g(u_i))\,V^\dagger .
\]

Sums work in the same way, and \(f(U)^\dagger = f(U)\) because the \(f(u_i)\) are real. If \(f(u_i) = 1\) for all \(i\), then \(f(U) = VV^\dagger = 1\).

### The overlap of the new orbitals

For any square matrices \(A\) and \(B\),

\[
\begin{aligned}
(C_0A + XB)^\dagger S (C_0A + XB) ={}& A^\dagger (C_0^\dagger S C_0) A + A^\dagger (C_0^\dagger S X) B \\
&+ B^\dagger (X^\dagger S C_0) A + B^\dagger (X^\dagger S X) B .
\end{aligned}
\]

The third term vanishes by the constraint. The second vanishes because \(S^\dagger = S\) gives \(C_0^\dagger S X = (X^\dagger S C_0)^\dagger = 0\). What remains is \(A^\dagger A + B^\dagger U^2 B\).

Now let \(t\) be a real step length and put \(A = \cos(tU)\), \(B = U^{-1}\sin(tU)\). Then \(B^\dagger = \sin(tU)\,U^{-1}\), and

\[
A^\dagger A + B^\dagger U^2 B = \cos^2(tU) + \sin(tU)\,U^{-1}U^2U^{-1}\sin(tU) = \cos^2(tU) + \sin^2(tU) = 1 .
\]

Your formula is the case \(t = 1\). For \(t>0\), the orbitals \(C(t)\) are those of the scaled direction \(tX\), since \(tX(tU)^{-1} = XU^{-1}\). At \(t = 0\) the path is at \(C_0\), and its derivative there is \(XU^{-1}U = X\), so \(X\) is indeed the initial velocity.

With a single orbital, \(U\) is the number \(u = (X^\dagger S X)^{1/2} > 0\), and \(C = \cos(u)\,C_0 + \sin(u)\,X/u\). This is your rotation in a plane, by the angle \(u\).

### Small or linearly dependent directions

Let \(W = X^\dagger S X\), with eigenvalues \(w_i\), and let \(\operatorname{sinc} y = \sin y/y\) with \(\operatorname{sinc} 0 = 1\). If \(S\) is positive semidefinite, as every overlap matrix is, then \(w_i \ge 0\). Take

\[
C = C_0\cos\sqrt W + X\operatorname{sinc}\sqrt W .
\]

The formula for \(A\) and \(B\) above, with \(W\) in the place of \(U^2\), gives for each eigenvalue

\[
\cos^2\sqrt{w_i} + w_i\operatorname{sinc}^2\sqrt{w_i} = \cos^2\sqrt{w_i} + \sin^2\sqrt{w_i} = 1 .
\]

No inverse occurs. For \(X = 0\) the result is \(C = C_0\), and linearly dependent columns of \(X\) do no harm. Such dependence is unavoidable in a small basis with fewer virtual than occupied orbitals: the constraint \(X^\dagger S C_0 = 0\) then leaves fewer dimensions than \(X\) has columns, so \(U\) is singular for every \(X\) and only the form without the inverse applies.

Two library functions can go wrong in code. An entrywise cosine is not \(\cos U\): for a diagonal \(U\) it puts \(\cos 0 = 1\) in every off-diagonal place. And some numerical libraries define sinc as \(\sin(\pi y)/(\pi y)\), which is not the function used here.

### What the Lean theorems say

The Lean 4 file below, over Mathlib, contains these results. The finite index types `n` and `m` label basis functions and orbitals, so `C0`, `X` and `C` are rectangular complex matrices, and `ᴴ` is the conjugate transpose. `spectralFn hU f` is \(f(U)\) as defined above, with Mathlib's eigenvalues and eigenvectors of `U`.

The theorem `orbital_transformation` takes these hypotheses:

- `hS`: the overlap `S` is Hermitian. Positivity is not needed here.
- `h0`: the reference orbitals are orthonormal in the metric `S`.
- `hX`: the direction is `S`-orthogonal to all the reference orbitals.
- `hU` and `hXX`: `U` is positive definite and its matrix square is `Xᴴ * S * X`.
- `hC`: `C` is given by your formula.

The conclusion is `Cᴴ * S * C = 1`.

Four further theorems concern the method:

- `orbitals_orthonormal` gives the same conclusion for every real `t`, and for any invertible Hermitian `U`, which may have negative eigenvalues.
- `orbitals_initial` states the starting point and the initial velocity, the latter entry by entry.
- `orthonormal_without_inverse` is the sinc form, for positive semidefinite `S`.
- `constraints_witness` gives, for any Hermitian `U`, a basis with non-zero overlap between its two halves, together with `C0` and `X` that meet all the constraints.

In direct minimisation of a Hartree–Fock or Kohn–Sham energy, a finite step of this form can therefore skip re-orthonormalisation, for a finite basis and one fixed overlap matrix. If the basis functions follow the atoms, `S` generally changes when the atoms move, and the hypotheses on `C0`, `X` and `U` must then all hold with the new `S` before the theorems apply again. The theorems say nothing about whether the energy goes down. They also assume exact arithmetic and exact matrix functions. In your program, errors in `C0`, in the projection of `X` and in the functions of `U` all enter \(C^\dagger S C\), whether they come from rounding or from a truncated series.

```lean
import Mathlib

open Matrix
open scoped ComplexOrder

namespace OrbitalTransformation

noncomputable section

variable {n m : Type*} [Fintype n] [Fintype m] [DecidableEq m]

/-- The function `f` of a Hermitian matrix `U`: `f` acts on the eigenvalues, in the basis of
eigenvectors. -/
def spectralFn {U : Matrix m m ℂ} (hU : U.IsHermitian) (f : ℝ → ℝ) : Matrix m m ℂ :=
  (hU.eigenvectorUnitary : Matrix m m ℂ) * diagonal (fun i => (f (hU.eigenvalues i) : ℂ)) *
    star (hU.eigenvectorUnitary : Matrix m m ℂ)

/-- The orbitals `C(t) = C0 cos(tU) + X U⁻¹ sin(tU)`, for an invertible Hermitian `U`. -/
def orbitals (C0 X : Matrix n m ℂ) {U : Matrix m m ℂ} (hU : U.IsHermitian) (t : ℝ) :
    Matrix n m ℂ :=
  C0 * spectralFn hU (fun x => Real.cos (t * x)) +
    X * U⁻¹ * spectralFn hU (fun x => Real.sin (t * x))

/-- The identity function of a Hermitian matrix is the matrix itself, and a function equal to one
on all eigenvalues gives the unit matrix. -/
theorem spectralFn_id_and_one {U : Matrix m m ℂ} (hU : U.IsHermitian) :
    spectralFn hU (fun x => x) = U ∧
      ∀ f : ℝ → ℝ, (∀ i, f (hU.eigenvalues i) = 1) → spectralFn hU f = 1 := by
  constructor
  · have h := hU.spectral_theorem
    rw [Unitary.conjStarAlgAut_apply] at h
    exact h.symm
  · intro f hf
    have hV : (hU.eigenvectorUnitary : Matrix m m ℂ) *
        star (hU.eigenvectorUnitary : Matrix m m ℂ) = 1 :=
      Matrix.mem_unitaryGroup_iff.1 hU.eigenvectorUnitary.2
    simp only [spectralFn, hf, Complex.ofReal_one, diagonal_one, Matrix.mul_one, hV]

/-- Real functions of one Hermitian matrix multiply and add like the functions themselves, and
they are Hermitian. -/
theorem spectralFn_rules {U : Matrix m m ℂ} (hU : U.IsHermitian) (f g : ℝ → ℝ) :
    spectralFn hU f * spectralFn hU g = spectralFn hU (fun x => f x * g x) ∧
      spectralFn hU f + spectralFn hU g = spectralFn hU (fun x => f x + g x) ∧
      (spectralFn hU f)ᴴ = spectralFn hU f := by
  have hV : star (hU.eigenvectorUnitary : Matrix m m ℂ) *
      (hU.eigenvectorUnitary : Matrix m m ℂ) = 1 :=
    Matrix.mem_unitaryGroup_iff'.1 hU.eigenvectorUnitary.2
  unfold spectralFn
  generalize (hU.eigenvectorUnitary : Matrix m m ℂ) = V at hV ⊢
  refine ⟨?_, ?_, ?_⟩
  · -- the inner pair of unitaries cancels
    simp only [Complex.ofReal_mul, ← diagonal_mul_diagonal, Matrix.mul_assoc]
    rw [← Matrix.mul_assoc (star V) V, hV, Matrix.one_mul]
  · simp only [Complex.ofReal_add, ← diagonal_add, Matrix.mul_add, Matrix.add_mul]
  · have hD : (diagonal (fun i => (f (hU.eigenvalues i) : ℂ)))ᴴ =
        diagonal (fun i => (f (hU.eigenvalues i) : ℂ)) := by
      rw [diagonal_conjTranspose]
      congr 1
      funext i
      simp
    simp only [star_eq_conjTranspose, conjTranspose_mul, conjTranspose_conjTranspose, hD,
      Matrix.mul_assoc]

/-- For a Hermitian overlap `S`, orthonormal `C0` and a direction `X` that is `S`-orthogonal to
`C0`, the overlap matrix of the orbitals `C0 A + X B` has no cross terms. -/
theorem gram_combination {S : Matrix n n ℂ} {C0 X : Matrix n m ℂ} (hS : S.IsHermitian)
    (h0 : C0ᴴ * S * C0 = 1) (hX : Xᴴ * S * C0 = 0) (A B : Matrix m m ℂ) :
    (C0 * A + X * B)ᴴ * S * (C0 * A + X * B) = Aᴴ * A + Bᴴ * (Xᴴ * S * X) * B := by
  -- the adjoint of the constraint removes the other cross term
  have hX' : C0ᴴ * S * X = 0 := by
    have h := congrArg conjTranspose hX
    simpa [conjTranspose_mul, hS.eq, Matrix.mul_assoc] using h
  calc (C0 * A + X * B)ᴴ * S * (C0 * A + X * B)
      = Aᴴ * (C0ᴴ * S * C0) * A + Aᴴ * (C0ᴴ * S * X) * B +
          Bᴴ * (Xᴴ * S * C0) * A + Bᴴ * (Xᴴ * S * X) * B := by
        simp only [conjTranspose_add, conjTranspose_mul, Matrix.add_mul, Matrix.mul_add,
          Matrix.mul_assoc]
        abel
    _ = Aᴴ * A + Bᴴ * (Xᴴ * S * X) * B := by
        rw [h0, hX', hX]
        simp

/-- If `S` is Hermitian, `C0` is orthonormal, `X` is `S`-orthogonal to `C0` and `Xᴴ S X = U²` with
`U` Hermitian and invertible, then the orbitals `C(t)` are orthonormal for every real `t`. -/
theorem orbitals_orthonormal {S : Matrix n n ℂ} {C0 X : Matrix n m ℂ} {U : Matrix m m ℂ}
    (hS : S.IsHermitian) (h0 : C0ᴴ * S * C0 = 1) (hX : Xᴴ * S * C0 = 0)
    (hU : U.IsHermitian) (hdet : IsUnit U.det) (hXX : Xᴴ * S * X = U ^ 2) (t : ℝ) :
    (orbitals C0 X hU t)ᴴ * S * orbitals C0 X hU t = 1 := by
  unfold orbitals
  rw [Matrix.mul_assoc X, gram_combination hS h0 hX, hXX, conjTranspose_mul,
    conjTranspose_nonsing_inv, hU.eq, (spectralFn_rules hU _ (fun x => x)).2.2,
    (spectralFn_rules hU _ (fun x => x)).2.2]
  -- the two inverses cancel the square of `U`
  have hc : ∀ s : Matrix m m ℂ, s * U⁻¹ * U ^ 2 * (U⁻¹ * s) = s * s := by
    intro s
    calc s * U⁻¹ * U ^ 2 * (U⁻¹ * s) = s * (U⁻¹ * U) * (U * U⁻¹) * s := by
          simp only [pow_two, Matrix.mul_assoc]
      _ = s * s := by
          rw [nonsing_inv_mul U hdet, mul_nonsing_inv U hdet, Matrix.mul_one, Matrix.mul_one]
  rw [hc, (spectralFn_rules hU _ _).1, (spectralFn_rules hU _ _).1, (spectralFn_rules hU _ _).2.1]
  apply (spectralFn_id_and_one hU).2
  intro i
  nlinarith [Real.sin_sq_add_cos_sq (t * hU.eigenvalues i)]

/-- Orbital transformation: for Hermitian `S`, orthonormal `C0`, `X` that is `S`-orthogonal to `C0`
and `Xᴴ S X = U²` with `U` positive definite, `C = C0 cos(U) + X U⁻¹ sin(U)` is orthonormal. -/
theorem orbital_transformation {S : Matrix n n ℂ} {C0 X C : Matrix n m ℂ} {U : Matrix m m ℂ}
    (hS : S.IsHermitian) (h0 : C0ᴴ * S * C0 = 1) (hX : Xᴴ * S * C0 = 0)
    (hU : U.PosDef) (hXX : Xᴴ * S * X = U ^ 2)
    (hC : C = C0 * spectralFn hU.isHermitian Real.cos +
      X * U⁻¹ * spectralFn hU.isHermitian Real.sin) :
    Cᴴ * S * C = 1 := by
  have h := orbitals_orthonormal hS h0 hX hU.isHermitian hU.det_pos.ne'.isUnit hXX 1
  simp only [orbitals, one_mul] at h
  rw [hC]
  exact h

omit [Fintype n] in
/-- For invertible Hermitian `U`, the path `C(t)` starts at `C0` with velocity `X`. -/
theorem orbitals_initial (C0 X : Matrix n m ℂ) {U : Matrix m m ℂ} (hU : U.IsHermitian)
    (hdet : IsUnit U.det) :
    orbitals C0 X hU 0 = C0 ∧
      ∀ i j, HasDerivAt (fun t => orbitals C0 X hU t i j) (X i j) 0 := by
  constructor
  · have h1 : spectralFn hU (fun _ => 1) = 1 := (spectralFn_id_and_one hU).2 _ fun _ => rfl
    have h2 : spectralFn hU (fun _ => 0) = 0 := by simp [spectralFn]
    simp only [orbitals, zero_mul, Real.cos_zero, Real.sin_zero, h1, h2, Matrix.mul_one,
      Matrix.mul_zero, add_zero]
  · intro i j
    -- spectral functions are differentiated eigenvalue by eigenvalue
    have key : ∀ (M : Matrix n m ℂ) (F : ℝ → ℝ → ℝ) (F' : ℝ → ℝ),
        (∀ x, HasDerivAt (fun t => F t x) (F' x) 0) →
        HasDerivAt (fun t => (M * spectralFn hU (F t)) i j) ((M * spectralFn hU F') i j) 0 := by
      intro M F F' h
      simp only [spectralFn, ← Matrix.mul_assoc]
      simp only [Matrix.mul_apply (N := star _), Matrix.mul_diagonal]
      exact HasDerivAt.fun_sum fun k _ => ((h _).ofReal_comp.const_mul _).mul_const _
    have hc := key C0 (fun t x => Real.cos (t * x)) (fun _ => 0) fun x => by
      simpa using ((hasDerivAt_id' (0 : ℝ)).mul_const x).cos
    have hs := key (X * U⁻¹) (fun t x => Real.sin (t * x)) (fun x => x) fun x => by
      simpa using ((hasDerivAt_id' (0 : ℝ)).mul_const x).sin
    have h2 : spectralFn hU (fun _ => 0) = 0 := by simp [spectralFn]
    refine (hc.fun_add hs).congr_deriv ?_
    rw [h2, (spectralFn_id_and_one hU).1, Matrix.mul_assoc, nonsing_inv_mul U hdet]
    simp

/-- For positive semidefinite `S`, orthonormal `C0` and any `X` that is `S`-orthogonal to `C0`, the
orbitals `C0 cos(√W) + X sinc(√W)` with `W = Xᴴ S X` are orthonormal. -/
theorem orthonormal_without_inverse {S : Matrix n n ℂ} {C0 X : Matrix n m ℂ}
    (hS : S.PosSemidef) (h0 : C0ᴴ * S * C0 = 1) (hX : Xᴴ * S * C0 = 0)
    {W : Matrix m m ℂ} (hW : W.IsHermitian) (hXX : W = Xᴴ * S * X) {C : Matrix n m ℂ}
    (hC : C = C0 * spectralFn hW (fun x => Real.cos (√x)) +
      X * spectralFn hW (fun x => Real.sinc (√x))) :
    Cᴴ * S * C = 1 := by
  have hpos : W.PosSemidef := by
    rw [hXX]
    exact hS.conjTranspose_mul_mul_same X
  rw [hC, gram_combination hS.isHermitian h0 hX, ← hXX,
    (spectralFn_rules hW _ (fun x => x)).2.2, (spectralFn_rules hW _ (fun x => x)).2.2]
  have hmid : ∀ g : ℝ → ℝ, spectralFn hW g * W * spectralFn hW g =
      spectralFn hW (fun x => g x * x * g x) := by
    intro g
    have h := (spectralFn_rules hW g (fun x => x)).1
    rw [(spectralFn_id_and_one hW).1] at h
    rw [h, (spectralFn_rules hW _ _).1]
  rw [hmid, (spectralFn_rules hW _ _).1, (spectralFn_rules hW _ _).2.1]
  apply (spectralFn_id_and_one hW).2
  intro i
  have hsq := Real.sq_sqrt (hpos.eigenvalues_nonneg i)
  -- `y sinc y = sin y` also at `y = 0`
  have hsinc : ∀ y : ℝ, y * Real.sinc y = Real.sin y := by
    intro y
    by_cases hy : y = 0
    · simp [hy]
    · rw [Real.sinc_of_ne_zero hy]
      field_simp
  have h1 := hsinc (√(hW.eigenvalues i))
  have h2 := Real.sin_sq_add_cos_sq (√(hW.eigenvalues i))
  rw [← h1] at h2
  linear_combination h2 - Real.sinc (√(hW.eigenvalues i)) ^ 2 * hsq

/-- For any Hermitian `U`, the non-orthogonal basis with overlap blocks `1, 1, 1, 2`, the orbitals
`C0 = (1, 0)` and the direction `X = (-U, U)` meet all the constraints. -/
theorem constraints_witness {U : Matrix m m ℂ} (hU : U.IsHermitian) :
    let S : Matrix (m ⊕ m) (m ⊕ m) ℂ := fromBlocks 1 1 1 (1 + 1)
    let C0 : Matrix (m ⊕ m) m ℂ := fromRows 1 0
    let X : Matrix (m ⊕ m) m ℂ := fromRows (-U) U
    S.IsHermitian ∧ C0ᴴ * S * C0 = 1 ∧ Xᴴ * S * C0 = 0 ∧ Xᴴ * S * X = U ^ 2 := by
  intro S C0 X
  refine ⟨?_, ?_, ?_, ?_⟩
  · simp [S, Matrix.IsHermitian, fromBlocks_conjTranspose]
  · simp [S, C0, conjTranspose_fromRows_eq_fromCols_conjTranspose, fromCols_mul_fromBlocks,
      fromCols_mul_fromRows]
  · simp [S, C0, X, conjTranspose_fromRows_eq_fromCols_conjTranspose, fromCols_mul_fromBlocks,
      fromCols_mul_fromRows, hU.eq]
  · simp only [S, X, conjTranspose_fromRows_eq_fromCols_conjTranspose, fromCols_mul_fromBlocks,
      fromCols_mul_fromRows, conjTranspose_neg, hU.eq]
    noncomm_ring

end

end OrbitalTransformation
```

```lean
#print axioms OrbitalTransformation.orbital_transformation
#print axioms OrbitalTransformation.orbitals_initial
#print axioms OrbitalTransformation.orthonormal_without_inverse
```

```
'OrbitalTransformation.orbital_transformation' depends on axioms: [propext, Classical.choice, Quot.sound]
'OrbitalTransformation.orbitals_initial' depends on axioms: [propext, Classical.choice, Quot.sound]
'OrbitalTransformation.orthonormal_without_inverse' depends on axioms: [propext, Classical.choice, Quot.sound]
```

### From the lemmas to the result

`spectralFn_id_and_one` and `spectralFn_rules` are the rules for functions of \(U\). The first takes \(U = V\,\mathrm{diag}(u_i)\,V^\dagger\) from Mathlib's spectral theorem. In the second, the eigenvector matrix is replaced by a general `V` with \(V^\dagger V = 1\), which is all that the product rule uses.

`gram_combination` is the expansion into four terms. Its auxiliary statement `hX'` is the adjoint of the constraint, and this is where the Hermiticity of `S` enters. The `calc` block then multiplies out and inserts the three known overlaps.

In `orbitals_orthonormal`, the first rewriting applies that expansion and evaluates the adjoints. The statement `hc` cancels the two inverses against \(U^2\). The spectral rules then collect everything into one function of \(U\), and it remains to show that this function equals one at each eigenvalue. `nlinarith` gets that from \(\sin^2 + \cos^2 = 1\). `orbital_transformation` sets `t` to 1, after deducing from positive definiteness that the determinant is non-zero.

For the initial velocity, the statement `key` in `orbitals_initial` writes each matrix entry as a finite sum over eigenvalues. The eigenvectors do not depend on \(t\), so only the scalar functions are differentiated. At \(t = 0\) the cosine contributes zero and the sine contributes \(u_i\), which rebuilds \(U\) and cancels \(U^{-1}\).

`orthonormal_without_inverse` starts from the same expansion. `hmid` turns the product \(g(W)\,W\,g(W)\) into a single function of \(W\), and `hsinc` supplies \(y\operatorname{sinc} y = \sin y\), including \(y = 0\). Positivity of `S` is used to obtain \(w_i \ge 0\), so that \((\sqrt{w_i})^2 = w_i\), and `linear_combination` finishes the scalar identity.

The proof of `constraints_witness` is block multiplication. With \(S = \begin{pmatrix}1&1\\1&2\end{pmatrix}\) in blocks, \(C_0 = \begin{pmatrix}1\\0\end{pmatrix}\) and \(X = \begin{pmatrix}-U\\U\end{pmatrix}\), one finds \(SX = \begin{pmatrix}0\\U\end{pmatrix}\), and hence \(C_0^\dagger S X = 0\) and \(X^\dagger S X = U^2\).
